# No single p orbital has the averaged density of its shell in three or more dimensions

Let \(d\ge 3\), and let a p-type orbital be \(g(r)\sum_i c_i x_i\), with complex coefficients \(c_i\) and a radial factor \(g\) that is nonzero at some positive radius. No choice of the \(c_i\) gives the density obtained by averaging over the \(d\) Cartesian orbitals \(g(r)x_i\). More generally, a weighted sum of \(m\) orbital densities can equal this average only if \(d\le 2m\). The reason is a count of nodes: \(m\) complex linear forms vanish together somewhere away from the nucleus when \(2m<d\), while the average vanishes at a positive radius only if \(g\) does.

For an atom with one p electron, treated in a one-electron model with a fixed radial function and a fixed spin direction, this means that the spherical density with one third of an electron in each p orbital belongs to an ensemble and not to any one orbital of the shell.

```lean
import Mathlib

open Complex

namespace PShellDensity

noncomputable section
```

## Orbitals and their densities

A position is a real vector \(x=(x_0,\dots,x_{d-1})\), with the nucleus at the origin. Its distance from the nucleus is
\[
r(x)=\Big(\sum_i x_i^2\Big)^{1/2}.
\]

```lean
/-- The distance of the point `x` from the nucleus. -/
def radius {d : ℕ} (x : Fin d → ℝ) : ℝ := Real.sqrt (∑ i, x i ^ 2)
```

The type `Fin d → ℝ` holds the \(d\) real coordinates, numbered from 0. The angular part of the orbital is the complex linear form
\[
A_c(x)=\sum_i c_i x_i .
\]

```lean
/-- The angular amplitude `∑ c_i x_i` of a p-type orbital with complex coefficients `c`. -/
def amp {d : ℕ} (c : Fin d → ℂ) (x : Fin d → ℝ) : ℂ := ∑ i, c i * (x i : ℂ)
```

The coefficients have type `Fin d → ℂ`, so real Cartesian orbitals and complex circular ones are both included. With a radial factor \(g\), the density of the orbital is
\[
\rho_c(x)=|g(r)\,A_c(x)|^2 .
\]

```lean
/-- The density `|g(r) ∑ c_i x_i|²` of the p-type orbital, not necessarily normalised, with radial
factor `g` and coefficients `c`. -/
def density {d : ℕ} (g : ℝ → ℂ) (c : Fin d → ℂ) (x : Fin d → ℝ) : ℝ :=
  ‖g (radius x) * amp c x‖ ^ 2
```

If the usual radial function is \(R(r)\), multiplying \(x_i/r\), then \(g(r)=R(r)/r\) for \(r>0\). The function `g` may be complex, and neither continuity nor integrability is required of it. The vector `c` need not be normalised; when the Cartesian orbitals are normalised, \(\sum_i|c_i|^2=1\) describes one electron. The spin direction is taken as fixed, and electron interaction does not enter.

For \(d\ge 1\), the averaged density gives each Cartesian orbital the weight \(1/d\):
\[
\bar\rho(x)=\frac1d\sum_k |g(r)\,x_k|^2 .
\]

```lean
/-- The equal-weight average of the densities of the `d` Cartesian orbitals `g(r) x_k`,
for `d ≥ 1`. -/
def averagedDensity {d : ℕ} (g : ℝ → ℂ) (x : Fin d → ℝ) : ℝ :=
  (∑ k, density g (Pi.single k 1) x) / d
```

Here `Pi.single k 1` is the coefficient vector with 1 in place \(k\) and 0 elsewhere, which selects the orbital \(g(r)x_k\).

## Moving along a ray from the nucleus

The argument finds a node first and then shifts it to a suitable radius. This takes a few facts about lengths. Since a sum of squares is nonnegative, squaring its root returns it:
\[
r(x)^2=\sum_i x_i^2 .
\]

```lean
lemma radius_sq {d : ℕ} (x : Fin d → ℝ) : radius x ^ 2 = ∑ i, x i ^ 2 :=
  Real.sq_sqrt (Finset.sum_nonneg fun i _ => sq_nonneg (x i))
```

If \(x\ne0\), some coordinate \(x_i\) is nonzero. Then \(\sum_j x_j^2\ge x_i^2>0\), and so \(r(x)>0\).

```lean
lemma radius_pos {d : ℕ} {x : Fin d → ℝ} (hx : x ≠ 0) : 0 < radius x := by
  obtain ⟨i, hi⟩ := Function.ne_iff.mp hx
  have hi' : x i ≠ 0 := hi
  exact Real.sqrt_pos.mpr (Finset.sum_pos' (fun j _ => sq_nonneg (x j))
    ⟨i, Finset.mem_univ i, by positivity⟩)
```

For \(t\ge0\), scaling the point scales its radius:
\[
r(tx)=\Big(t^2\sum_i x_i^2\Big)^{1/2}=t\,r(x).
\]

```lean
lemma radius_smul {d : ℕ} {t : ℝ} (ht : 0 ≤ t) (x : Fin d → ℝ) :
    radius (t • x) = t * radius x := by
  have h : ∑ i, (t • x) i ^ 2 = t ^ 2 * ∑ i, x i ^ 2 := by
    rw [Finset.mul_sum]
    refine Finset.sum_congr rfl fun i _ => ?_
    simp only [Pi.smul_apply, smul_eq_mul]
    ring
  unfold radius
  rw [h, Real.sqrt_mul (sq_nonneg t), Real.sqrt_sq ht]
```

The amplitude is linear, so for every real \(t\)
\[
A_c(tx)=\sum_i c_i\,t x_i=t\,A_c(x).
\]
A node at \(x\) is therefore a node along the whole line through \(x\) and the nucleus.

```lean
lemma amp_smul {d : ℕ} (c : Fin d → ℂ) (t : ℝ) (x : Fin d → ℝ) :
    amp c (t • x) = (t : ℂ) * amp c x := by
  unfold amp
  rw [Finset.mul_sum]
  refine Finset.sum_congr rfl fun i _ => ?_
  simp only [Pi.smul_apply, smul_eq_mul, Complex.ofReal_mul]
  ring
```

## A common node of several orbitals

Take \(m\) coefficient vectors \(C_k\) and write \(C_{k,i}=a_{k,i}+\mathrm i\,b_{k,i}\) with real \(a_{k,i}\) and \(b_{k,i}\). Because \(x\) is real, \(A_{C_k}(x)=0\) means
\[
\sum_i a_{k,i}x_i=0,\qquad \sum_i b_{k,i}x_i=0 .
\]
For all \(k\) together these are \(2m\) homogeneous real equations in \(d\) unknowns. If \(2m<d\), they have a solution \(x\ne0\).

```lean
/-- In more than `2m` dimensions, any `m` p-type amplitudes vanish together at some point
away from the nucleus. -/
theorem exists_common_node {d m : ℕ} (hd : 2 * m < d) (C : Fin m → Fin d → ℂ) :
    ∃ x : Fin d → ℝ, x ≠ 0 ∧ ∀ k, amp (C k) x = 0 := by
  by_contra h
  -- the amplitudes form a real-linear map into a space of real dimension 2m
  let L : (Fin d → ℝ) →ₗ[ℝ] (Fin m → ℂ) :=
    { toFun := fun x k => amp (C k) x
      map_add' := by
        intro x y
        funext k
        simp [amp, mul_add, Finset.sum_add_distrib]
      map_smul' := by
        intro t x
        funext k
        simp [amp_smul] }
  have hinj : Function.Injective L := (injective_iff_map_eq_zero L).2 fun x hx => by
    by_contra hne
    exact h ⟨x, hne, fun k => congrFun hx k⟩
  have hdim := LinearMap.finrank_le_finrank_of_injective hinj
  simp [Module.finrank_pi_fintype, Complex.finrank_real_complex] at hdim
  omega
```

The Lean proof makes the same count by contradiction. The map `L` sends \(x\) to the list of its \(m\) amplitudes and is linear over the reals. Without a common node away from the origin, `L` would be injective, as `hinj` records. An injective linear map cannot lower the dimension, so `hdim` gives \(d\le 2m\), because \(\mathbb C^m\) has real dimension \(2m\). The tactic `omega` sets this against \(2m<d\).

## No isotropic squared amplitude

Suppose that for some real \(\lambda\ne0\)
\[
\Big|\sum_i c_i x_i\Big|^2=\lambda\sum_i x_i^2\qquad\text{for all real }x .
\]
If \(d\ge3\), then \(2\cdot1<d\), and the single form \(A_c\) has a zero \(x\neq0\). At that point the equation reads \(0=\lambda\,r(x)^2\), although \(\lambda\neq0\) and \(r(x)>0\). This is a contradiction.

```lean
/-- For `d ≥ 3` and `lam ≠ 0`, no complex vector `c` satisfies
`|∑ c_i x_i|² = lam ∑ x_i²` at all real points `x`. -/
theorem no_isotropic_amplitude {d : ℕ} (hd : 3 ≤ d) {lam : ℝ} (hlam : lam ≠ 0)
    (c : Fin d → ℂ) :
    ¬ ∀ x : Fin d → ℝ, ‖∑ i, c i * (x i : ℂ)‖ ^ 2 = lam * ∑ i, x i ^ 2 := by
  intro h
  obtain ⟨x, hx, hnode⟩ := exists_common_node (m := 1) (by omega) (fun _ => c)
  have h0 : ∑ i, c i * (x i : ℂ) = 0 := hnode 0
  have h1 := h x
  rw [h0, ← radius_sq, norm_zero, zero_pow two_ne_zero] at h1
  exact mul_ne_zero hlam (pow_ne_zero 2 (radius_pos hx).ne') h1.symm
```

In the code `lam` is \(\lambda\), and `exists_common_node` is used with `m := 1`. The case of interest is \(\lambda>0\); the theorem also admits negative values.

Both hypotheses are needed. In two dimensions, \(c=(1,\mathrm i)\) gives \(|x_0+\mathrm i x_1|^2=x_0^2+x_1^2\), which is the forbidden identity with \(\lambda=1\). The two real equations \(x_0=0\) and \(x_1=0\) then leave no node except the origin. If \(\lambda=0\) were admitted, \(c=0\) would satisfy the identity in every dimension.

## The average depends on the radius alone

The Cartesian orbital \(k\) has amplitude \(x_k\) and hence density \(|g(r)|^2x_k^2\). Summing over \(k\) and dividing by \(d\) gives
\[
\bar\rho(x)=\frac{|g(r)|^2}{d}\sum_k x_k^2=\frac{|g(r)|^2\,r^2}{d}.
\]

```lean
/-- The averaged density is `|g(r)|² r² / d`, a function of the radius alone. -/
theorem averagedDensity_eq {d : ℕ} (g : ℝ → ℂ) (x : Fin d → ℝ) :
    averagedDensity g x = ‖g (radius x)‖ ^ 2 * radius x ^ 2 / d := by
  have h : ∀ k, density g (Pi.single k 1) x = ‖g (radius x)‖ ^ 2 * x k ^ 2 := by
    intro k
    have hk : amp (Pi.single k 1) x = (x k : ℂ) := by
      simp [amp, Pi.single_apply]
    rw [density, hk, norm_mul, mul_pow, Complex.norm_real, Real.norm_eq_abs, sq_abs]
  unfold averagedDensity
  rw [Finset.sum_congr rfl fun k _ => h k, ← Finset.mul_sum, radius_sq]
```

The inner statement `h` computes the density of each Cartesian orbital. The last rewriting takes the common factor out of the sum and recognises \(r^2\) through `radius_sq`.

## How many orbitals a mixture needs

Suppose that real weights \(w_k\) and \(m\) orbitals satisfy
\[
\sum_k w_k\,\rho_{C_k}(x)=\bar\rho(x)\qquad\text{for all }x,
\]
and suppose that \(2m<d\). Choose \(s>0\) with \(g(s)\ne0\), and a common node \(x\neq0\) of the \(m\) amplitudes. The point
\[
y=\frac{s}{r(x)}\,x
\]
has radius \(r(y)=s\), and by linearity it is still a common node. Every density on the left vanishes at \(y\), so the left side is 0. The right side is
\[
\bar\rho(y)=\frac{|g(s)|^2s^2}{d}>0 .
\]
The two sides disagree, and therefore \(d\le2m\).

```lean
/-- If `g` is nonzero at some positive radius and a real-weighted sum of `m` orbital densities of
the multiplet equals the averaged density, then `d ≤ 2m`. -/
theorem dimension_le_of_ensemble {d m : ℕ} (g : ℝ → ℂ) (hg : ∃ r, 0 < r ∧ g r ≠ 0)
    (w : Fin m → ℝ) (C : Fin m → Fin d → ℂ)
    (h : ∀ x, ∑ k, w k * density g (C k) x = averagedDensity g x) : d ≤ 2 * m := by
  by_contra hd
  obtain ⟨r, hr, hgr⟩ := hg
  obtain ⟨x, hx, hnode⟩ := exists_common_node (by omega) C
  have hs := radius_pos hx
  -- move the common node to a radius where the radial factor does not vanish
  have hrad : radius ((r / radius x) • x) = r := by
    rw [radius_smul (div_pos hr hs).le, div_mul_cancel₀ _ hs.ne']
  have hzero : ∑ k, w k * density g (C k) ((r / radius x) • x) = 0 := by
    refine Finset.sum_eq_zero fun k _ => ?_
    simp [density, amp_smul, hnode k]
  have havg := h ((r / radius x) • x)
  rw [hzero, averagedDensity_eq, hrad] at havg
  have hdpos : (0 : ℝ) < d := by
    exact_mod_cast (by omega : 0 < d)
  have hgpos : 0 < ‖g r‖ := norm_pos_iff.mpr hgr
  have hpos : 0 < ‖g r‖ ^ 2 * r ^ 2 / d := by positivity
  exact hpos.ne havg
```

The radius \(s\) is called `r` in the code. The statements `hrad` and `hzero` are \(r(y)=s\) and the vanishing of the left side; `hpos` is the positivity of the average at \(y\). The weights `w` may be negative and need not sum to one, so ordinary ensembles are a special case.

The hypothesis `hg` says that \(g\) is nonzero at some positive radius, which means physically that the shell has some density away from the nucleus. If \(g\) is zero everywhere, all the densities are zero and any orbital "reproduces" the average, whatever the dimension.

## A single orbital falls short

One orbital with weight 1 is a mixture with \(m=1\). If its density were the average, the bound would give \(d\le2\), contrary to \(d\ge3\).

```lean
/-- For `d ≥ 3` and `g` nonzero at some positive radius, the averaged density of the p-type
multiplet is not the density of any single orbital of the multiplet. -/
theorem averagedDensity_not_pure {d : ℕ} (hd : 3 ≤ d) (g : ℝ → ℂ)
    (hg : ∃ r, 0 < r ∧ g r ≠ 0) (c : Fin d → ℂ) :
    density g c ≠ averagedDensity g := by
  intro h
  have h1 := dimension_le_of_ensemble (m := 1) g hg (fun _ => 1) (fun _ => c)
    (fun x => by simp [h])
  omega
```

The conclusion `density g c ≠ averagedDensity g` compares two functions: they differ at some point at least. For the p shell of an atom, \(d=3\).

The remarks in this paragraph are not part of the Lean code. For continuous \(g\) the two densities differ on a nonempty open region, and so not merely on a set of measure zero. The restriction to the multiplet is essential, since the s-type orbital \(|g(r)|\,r/\sqrt d\) has exactly the density \(\bar\rho\). In density functional theory, averages over a degenerate ground level are a source of densities that come from an ensemble of ground states but from no pure ground state. The theorem shows this mechanism for one electron of fixed spin direction in a p level, which in a central potential lies above the lowest s level; it does not by itself settle the pure-state v-representability of \(\bar\rho\).

## One circular orbital suffices in the plane

For \(d=2\) take \(c_0=(1+\mathrm i)/2\) and \(c_1=(\mathrm i-1)/2\). Then \(|c_0|^2+|c_1|^2=\tfrac12+\tfrac12=1\), and \(c_1=\mathrm i\,c_0\), so this is the circular orbital \((x_0+\mathrm i x_1)/\sqrt2\) up to a constant phase. Its amplitude is
\[
A_c(x)=\frac{x_0-x_1}{2}+\mathrm i\,\frac{x_0+x_1}{2},
\]
and therefore
\[
|A_c(x)|^2=\frac{(x_0-x_1)^2+(x_0+x_1)^2}{4}=\frac{x_0^2+x_1^2}{2}=\frac{r^2}{2}.
\]
Multiplying by \(|g(r)|^2\) gives \(\bar\rho(x)\).

```lean
/-- In two dimensions the averaged density is the density of a single orbital with complex
coefficients. -/
theorem averagedDensity_pure_two (g : ℝ → ℂ) (x : Fin 2 → ℝ) :
    density g ![(1 + I) / 2, (I - 1) / 2] x = averagedDensity g x := by
  have h : ‖amp ![(1 + I) / 2, (I - 1) / 2] x‖ ^ 2 = (x 0 ^ 2 + x 1 ^ 2) / 2 := by
    rw [Complex.sq_norm, Complex.normSq_apply]
    simp [amp, Fin.sum_univ_two]
    ring
  rw [averagedDensity_eq, density, norm_mul, mul_pow, h, radius_sq, Fin.sum_univ_two]
  push_cast
  ring
```

The phase is chosen so that the coefficients contain no square roots. The statement `h` is the squared modulus just computed, obtained from the real and imaginary parts and closed by `ring`. The bound \(d\le2m\) is thus attained for \(m=1\).

## Two orbitals suffice in three dimensions

For \(d=3\) the bound requires \(m\ge2\). Give the circular orbital in the \(x_0,x_1\) plane the weight \(2/3\), and the orbital along \(x_2\) the weight \(1/3\). Apart from the common factor \(|g(r)|^2\), the mixture is
\[
\frac23\cdot\frac{x_0^2+x_1^2}{2}+\frac13\,x_2^2
=\frac{x_0^2+x_1^2+x_2^2}{3}=\frac{r^2}{3},
\]
which is the averaged density of the p shell.

```lean
/-- In three dimensions the averaged density of the p shell is a mixture of two orbital
densities, with weights 2/3 and 1/3. -/
theorem averagedDensity_two_states (g : ℝ → ℂ) (x : Fin 3 → ℝ) :
    2 / 3 * density g ![(1 + I) / 2, (I - 1) / 2, 0] x + 1 / 3 * density g ![0, 0, 1] x
      = averagedDensity g x := by
  have h1 : ‖amp ![(1 + I) / 2, (I - 1) / 2, 0] x‖ ^ 2 = (x 0 ^ 2 + x 1 ^ 2) / 2 := by
    rw [Complex.sq_norm, Complex.normSq_apply]
    simp [amp, Fin.sum_univ_three]
    ring
  have h2 : ‖amp ![0, 0, 1] x‖ ^ 2 = x 2 ^ 2 := by
    simp [amp, Fin.sum_univ_three]
  rw [averagedDensity_eq, density, density, norm_mul, norm_mul, mul_pow, mul_pow, h1, h2,
    radius_sq, Fin.sum_univ_three]
  push_cast
  ring

end

end PShellDensity
```

The statements `h1` and `h2` give the two squared amplitudes, and `ring` adds them with their weights. Both coefficient vectors have unit norm and the weights sum to one, so this is a proper ensemble of two normalised states whenever the Cartesian orbitals are normalised. It has one member fewer than the equal mixture of the three Cartesian orbitals.

The same formula shows why the spin direction had to be fixed. A single spinor whose spin-up part is \(\sqrt{2/3}\) times the circular orbital and whose spin-down part is \(\sqrt{1/3}\) times the orbital along \(x_2\) is a pure state, and its density, summed over spin, is the averaged density. This remark is not part of the Lean code.

```lean
#print axioms PShellDensity.no_isotropic_amplitude
-- 'PShellDensity.no_isotropic_amplitude' depends on axioms: [propext, Classical.choice, Quot.sound]
#print axioms PShellDensity.averagedDensity_not_pure
-- 'PShellDensity.averagedDensity_not_pure' depends on axioms: [propext, Classical.choice, Quot.sound]
#print axioms PShellDensity.averagedDensity_pure_two
-- 'PShellDensity.averagedDensity_pure_two' depends on axioms: [propext, Classical.choice, Quot.sound]
#print axioms PShellDensity.averagedDensity_two_states
-- 'PShellDensity.averagedDensity_two_states' depends on axioms: [propext, Classical.choice, Quot.sound]
```
